# Two atoms of unequal electronegativity and hardnesses $a,b>0$: point-charge equilibration has no energy minimum for $0<R\le 2/(a+b)$

If I solve the charge-equilibration equation for two atoms without checking their distance, I can get a charge that minimises nothing. My energy, in atomic units, is

$$E(q)=dq+\frac{(a+b)q^2}{2}-\frac{q^2}{R},$$

with charges $q$ and $-q$ on the atoms, hardnesses $a=b=0.5$ and electronegativity difference $d=0.1$ (the atom with charge $q$ minus the atom with charge $-q$). Setting the derivative to zero gives $q=-2.1$ at $R=2.1$, which is already absurd. At $R=1.9$ it gives $q=+1.9$, so the charge has changed sign and the more electronegative atom is now positive. The equation has one solution in both cases and the solver reports no error. Is this a badly conditioned equation that a better solver would handle, or is something wrong with the energy itself? And does it get better when the two atoms sit in a larger molecule?

## The stiffness against charge transfer vanishes at $R=2/(a+b)$

The energy itself is at fault. At $R=1.9$ your solver has found the top of a parabola that opens downwards, and no solver can find a minimum there. A larger molecule doesn't help: if it contains such a pair, its energy is unbounded below too.

Collect the quadratic terms:

$$E(q)=dq+\tfrac12 kq^2,\qquad k=a+b-\frac2R .$$

The hardnesses resist charge transfer, and the attraction between the opposite charges favours it. For $R>0$ and $a+b>0$, the condition $k>0$ reads $2/R<a+b$, that is, $2<(a+b)R$, or $R>R_c$ with $R_c=2/(a+b)$. In your example $R_c=2$.

**Beyond $R_c$.** Let $q_0$ solve the stationarity condition $kq_0=-d$. For any charge $x$,

$$E(x)-E(q_0)=(x-q_0)\left(d+\tfrac12k(x+q_0)\right).$$

Replacing $d$ by $-kq_0$ turns the second factor into $\tfrac12k(x-q_0)$, so

$$E(x)=E(q_0)+\tfrac12k(x-q_0)^2 .$$

If $k>0$, the energy is bounded below by $E(q_0)$, and this value is reached only at $x=q_0$. The unique minimiser is therefore $q^*=-d/k$. The same identity with $k<0$ shows that the stationary point is then a maximum, which is what you found at $R=1.9$.

**At or inside $R_c$.** Now $k\le0$. Suppose that $m$ were a lower bound, and take $q=-(|m|+1)/d$, which is possible because $d\neq0$. The linear term equals $-(|m|+1)$ and the quadratic term is at most zero, so

$$E(q)\le-(|m|+1)<m,$$

a contradiction. The argument includes $R=R_c$, where the energy is the straight line $dq$.

**Approaching $R_c$ from above.** Here $|q^*|=|d|/k$, and $k$ tends to zero through positive values, so $|q^*|\to\infty$. The rate follows from

$$R-R_c=\frac{(a+b)R-2}{a+b}=k\,\frac{R}{a+b},$$

which gives

$$|q^*|\,(R-R_c)=\frac{|d|\,R}{a+b}.$$

With your numbers at $R=2.1$, both sides are $0.21$. The absurd charge is the correct minimiser of a model that is close to collapse.

**In a molecule.** Let atom $i$ have electronegativity $\chi_i$, hardness $\eta_i$ and charge $q_i$, and let $R_{ij}$ be the distance between atoms $i$ and $j$. The energy is

$$E(q)=\sum_i\chi_iq_i+\tfrac12\sum_i\eta_iq_i^2+\tfrac12\sum_{i\ne j}\frac{q_iq_j}{R_{ij}} .$$

Put charge $t$ on atom $i$, $-t$ on atom $j$ and zero on all others. What remains is

$$(\chi_i-\chi_j)t+\tfrac12(\eta_i+\eta_j)t^2-\frac{t^2}{R_{ij}},$$

which is the pair energy with $d=\chi_i-\chi_j$, $a=\eta_i$ and $b=\eta_j$. These distributions are all neutral. If the pair energy has no lower bound, neither has the molecular energy over neutral distributions.

## What the Lean theorems say about charges and distances

All quantities are real numbers. `pairEnergy d a b R q` is your $E(q)$, and `equilibriumCharge d a b R` is $-d/(a+b-2/R)$. The main theorem, `charge_equilibration_collapse`, assumes `0 < a`, `0 < b` and `d ≠ 0`, and has three parts:

- For every `R` with `0 < R`, the set of all energy values, `Set.range (pairEnergy d a b R)`, is bounded below exactly when `2 / (a + b) < R`.
- For every `R` beyond that distance, a charge `q` has energy no higher than that of any other charge exactly when it is the equilibrium charge. This gives existence and uniqueness of the minimiser.
- The absolute value of the equilibrium charge tends to infinity (`atTop`) as `R` approaches `2 / (a + b)` from above, which is written `𝓝[>]`.

The separate theorem `critical_law` is the product formula for $|q^*|(R-R_c)$.

For molecules, the atoms are labelled by a finite type `ι`. The matrix `hardnessKernel η R` has the hardnesses on its diagonal and `1 / R i j` off it, and `molecularEnergy` is the energy above in matrix form. The theorem `molecular_collapse` considers one pair with positive hardnesses, unequal electronegativities and a positive distance of at most `2 / (η i + η j)`. It concludes that the energy over the charges with `∑ k, q k = 0` is not bounded below. Nothing is assumed about the other atoms, and only the pair's own distance has to be symmetric. The theorem gives a sufficient condition for collapse; it makes no promise about a molecule in which every pair is beyond its critical distance.

Some conventions and idealisations matter when you compare this with your code:

- The hardness is the full second derivative of the atomic energy with respect to charge, because it enters as $\tfrac12\eta q^2$. If your energy contains $\eta q^2$ instead, double your hardnesses before you use the formula.
- A positive hardness means that each further unit of charge costs more than the last. For the quadratic atom it equals the ionisation energy minus the electron affinity.
- The electronegativities and hardnesses are given constants that don't change with geometry.
- The interaction is the bare $1/R$ of point charges. Real charge clouds overlap at short distance and attract less strongly, and an interaction damped in this way needs its own analysis.
- The charge is any real number, with no limit set by the number of electrons that an atom has.

The condition $d\neq0$ is needed for the claim that boundedness implies $R>R_c$. Take $d=0$ and $a=b=R=1$. Then $R=R_c$ and $E(q)=q^2-q^2=0$ for every $q$, so the energy is bounded below at the critical distance. The divergence fails as well, since for $d=0$ the equilibrium charge is zero at every $R>R_c$.

For simulations with fluctuating charges, the result gives a simple check on parameters in the quadratic model with undamped point charges. Take a finite system without periodic images that is neutral as a whole, with charge free to move between all its atoms. Its energy has a minimum only if every pair of atoms $i,j$ with positive hardnesses and unequal electronegativities is farther apart than $2/(\eta_i+\eta_j)$. The check doesn't apply to two atoms in different molecules that are each held neutral, because no charge can pass between them.

```lean
import Mathlib

open Filter Topology Matrix

namespace ChargeEquilibrationCollapse

noncomputable section

/-- Energy of two atoms with hardnesses `a`, `b` and electronegativity difference `d`, carrying
point charges `q` and `-q` at distance `R ≠ 0`. -/
def pairEnergy (d a b R q : ℝ) : ℝ := d * q + (a + b) * q ^ 2 / 2 - q ^ 2 / R

/-- The charge at which the derivative of the pair energy vanishes, for `R ≠ 0` and `a + b ≠ 2 / R`.
-/
def equilibriumCharge (d a b R : ℝ) : ℝ := -d / (a + b - 2 / R)

/-- The stiffness `a + b - 2 / R` against charge transfer is positive exactly beyond the
distance `2 / (a + b)`, for positive `a + b` and `R`. -/
theorem stiffness_pos_iff {a b R : ℝ} (hab : 0 < a + b) (hR : 0 < R) :
    0 < a + b - 2 / R ↔ 2 / (a + b) < R := by
  rw [sub_pos, div_lt_iff₀ hR, div_lt_iff₀ hab, mul_comm]

/-- If `q₀` solves the stationarity condition `(a + b - 2 / R) * q₀ = -d`, the energy at `x` is the
energy at `q₀` plus `(a + b - 2 / R) / 2 * (x - q₀) ^ 2`. -/
theorem pairEnergy_eq_parabola {d a b R q₀ : ℝ} (h : (a + b - 2 / R) * q₀ = -d) (x : ℝ) :
    pairEnergy d a b R x
      = pairEnergy d a b R q₀ + (a + b - 2 / R) / 2 * (x - q₀) ^ 2 := by
  unfold pairEnergy
  linear_combination (x - q₀) * h

/-- For positive hardnesses, unequal electronegativities and `R > 0`, the energy is bounded
below exactly when `R > 2 / (a + b)`. -/
theorem pairEnergy_bddBelow_iff {d a b R : ℝ} (ha : 0 < a) (hb : 0 < b) (hd : d ≠ 0)
    (hR : 0 < R) :
    BddBelow (Set.range (pairEnergy d a b R)) ↔ 2 / (a + b) < R := by
  rw [← stiffness_pos_iff (add_pos ha hb) hR]
  constructor
  · rintro ⟨m, hm⟩
    by_contra hk
    have hk' : a + b - 2 / R ≤ 0 := not_lt.mp hk
    -- a charge for which the linear term alone is below the supposed bound
    have h1 := hm ⟨-(|m| + 1) / d, rfl⟩
    have h2 : d * (-(|m| + 1) / d) = -(|m| + 1) := mul_div_cancel₀ _ hd
    have h3 : pairEnergy d a b R (-(|m| + 1) / d)
        = d * (-(|m| + 1) / d) + (a + b - 2 / R) * (-(|m| + 1) / d) ^ 2 / 2 := by
      unfold pairEnergy
      ring
    have h4 := mul_nonpos_of_nonpos_of_nonneg hk' (sq_nonneg (-(|m| + 1) / d))
    have h5 := neg_abs_le m
    linarith
  · intro hk
    have h : (a + b - 2 / R) * (-d / (a + b - 2 / R)) = -d := mul_div_cancel₀ _ hk.ne'
    refine ⟨pairEnergy d a b R (-d / (a + b - 2 / R)), ?_⟩
    rintro _ ⟨x, rfl⟩
    rw [pairEnergy_eq_parabola h x]
    have := mul_nonneg (half_pos hk).le (sq_nonneg (x - -d / (a + b - 2 / R)))
    linarith

/-- For positive hardnesses and `R > 2 / (a + b)`, a charge minimises the energy exactly when
it is the equilibrium charge. -/
theorem minimiser_iff {d a b R : ℝ} (ha : 0 < a) (hb : 0 < b) (hR : 2 / (a + b) < R) (q : ℝ) :
    (∀ x, pairEnergy d a b R q ≤ pairEnergy d a b R x) ↔ q = equilibriumCharge d a b R := by
  have hab := add_pos ha hb
  have hk := (stiffness_pos_iff hab ((div_pos two_pos hab).trans hR)).mpr hR
  have h : (a + b - 2 / R) * equilibriumCharge d a b R = -d := mul_div_cancel₀ _ hk.ne'
  constructor
  · intro hq
    by_contra hne
    have h1 := hq (equilibriumCharge d a b R)
    rw [pairEnergy_eq_parabola h q] at h1
    have h2 : 0 < (q - equilibriumCharge d a b R) ^ 2 :=
      (sq_nonneg _).lt_of_ne' (pow_ne_zero 2 (sub_ne_zero.mpr hne))
    have h3 := mul_pos (half_pos hk) h2
    linarith
  · rintro rfl x
    rw [pairEnergy_eq_parabola h x]
    have := mul_nonneg (half_pos hk).le (sq_nonneg (x - equilibriumCharge d a b R))
    linarith

/-- Critical law: for positive hardnesses and `R > 2 / (a + b)`, the size of the equilibrium
charge times the distance from the critical point equals `|d| R / (a + b)`. -/
theorem critical_law {d a b R : ℝ} (ha : 0 < a) (hb : 0 < b) (hR : 2 / (a + b) < R) :
    |equilibriumCharge d a b R| * (R - 2 / (a + b)) = |d| * R / (a + b) := by
  have hab := add_pos ha hb
  have hR0 := (div_pos two_pos hab).trans hR
  have hk := (stiffness_pos_iff hab hR0).mpr hR
  have h1 : (a + b) * (a + b)⁻¹ = 1 := mul_inv_cancel₀ hab.ne'
  have h2 : R * R⁻¹ = 1 := mul_inv_cancel₀ hR0.ne'
  have h3 : R - 2 / (a + b) = (a + b - 2 / R) * (R / (a + b)) := by
    linear_combination (-R) * h1 + 2 * (a + b)⁻¹ * h2
  rw [equilibriumCharge, abs_div, abs_neg, abs_of_pos hk, h3, ← mul_assoc,
    div_mul_cancel₀ _ hk.ne', mul_div_assoc]

/-- Charge-equilibration collapse: for positive hardnesses and unequal electronegativities, the
energy at `R > 0` is bounded below exactly if `R > 2 / (a + b)`, where the equilibrium charge is its
only minimiser, and the size of this charge tends to infinity as `R` decreases to `2 / (a + b)`. -/
theorem charge_equilibration_collapse {d a b : ℝ} (ha : 0 < a) (hb : 0 < b) (hd : d ≠ 0) :
    (∀ R, 0 < R → (BddBelow (Set.range (pairEnergy d a b R)) ↔ 2 / (a + b) < R)) ∧
    (∀ R, 2 / (a + b) < R → ∀ q, (∀ x, pairEnergy d a b R q ≤ pairEnergy d a b R x) ↔
      q = equilibriumCharge d a b R) ∧
    Tendsto (fun R => |equilibriumCharge d a b R|) (𝓝[>] (2 / (a + b))) atTop := by
  refine ⟨fun R hR => pairEnergy_bddBelow_iff ha hb hd hR,
    fun R hR q => minimiser_iff ha hb hR q, ?_⟩
  have hab := add_pos ha hb
  have hc := div_pos two_pos hab
  have hpos : ∀ᶠ R in 𝓝[>] (2 / (a + b)), 0 < a + b - 2 / R := by
    filter_upwards [self_mem_nhdsWithin] with R hR
    exact (stiffness_pos_iff hab (hc.trans hR)).mpr hR
  -- the stiffness vanishes continuously at the critical distance
  have h0 : a + b - 2 / (2 / (a + b)) = 0 := by
    rw [div_div_eq_mul_div]
    ring
  have hlim : Tendsto (fun R : ℝ => a + b - 2 / R) (𝓝 (2 / (a + b)))
      (𝓝 (a + b - 2 / (2 / (a + b)))) :=
    tendsto_const_nhds.sub (tendsto_const_nhds.div tendsto_id hc.ne')
  rw [h0] at hlim
  have hinv : Tendsto (fun R : ℝ => (a + b - 2 / R)⁻¹) (𝓝[>] (2 / (a + b))) atTop :=
    tendsto_inv_nhdsGT_zero.comp
      (tendsto_nhdsWithin_iff.mpr ⟨hlim.mono_left nhdsWithin_le_nhds, hpos⟩)
  refine (hinv.const_mul_atTop (abs_pos.mpr hd)).congr' ?_
  filter_upwards [hpos] with R hk
  rw [equilibriumCharge, abs_div, abs_neg, abs_of_pos hk]
  exact (div_eq_mul_inv _ _).symm

variable {ι : Type*} [Fintype ι] [DecidableEq ι]

/-- Hardness kernel of a molecule: atomic hardnesses on the diagonal, point-charge repulsion
`1 / R i j` off it, for nonzero distances between different atoms. -/
def hardnessKernel (η : ι → ℝ) (R : ι → ι → ℝ) : Matrix ι ι ℝ :=
  Matrix.of fun i j => if i = j then η i else 1 / R i j

/-- Charge-equilibration energy of a molecule with electronegativities `χ`, hardnesses `η`,
distances `R` (nonzero between different atoms) and atomic charges `q`. -/
def molecularEnergy (χ η : ι → ℝ) (R : ι → ι → ℝ) (q : ι → ℝ) : ℝ :=
  χ ⬝ᵥ q + (q ⬝ᵥ (hardnessKernel η R *ᵥ q)) / 2

/-- The charges `t` on atom `i` and `-t` on atom `j`, all other atoms being neutral, for
`i ≠ j`. -/
def transfer (i j : ι) (t : ℝ) : ι → ℝ := t • (Pi.single i 1 - Pi.single j 1)

/-- For two different atoms `i` and `j` with `R j i = R i j`, the molecular energy of the charges
`t` on `i`, `-t` on `j` and zero elsewhere is the two-atom energy. -/
theorem molecularEnergy_transfer (χ η : ι → ℝ) (R : ι → ι → ℝ) {i j : ι} (hij : i ≠ j)
    (hR : R j i = R i j) (t : ℝ) :
    molecularEnergy χ η R (transfer i j t)
      = pairEnergy (χ i - χ j) (η i) (η j) (R i j) t := by
  simp only [molecularEnergy, transfer, pairEnergy, Matrix.mulVec_smul, Matrix.mulVec_sub,
    smul_dotProduct, dotProduct_smul, sub_dotProduct, dotProduct_sub, Matrix.mulVec_single_one,
    single_one_dotProduct, dotProduct_single_one, smul_eq_mul, Matrix.col_apply,
    hardnessKernel, Matrix.of_apply, if_neg hij, if_neg hij.symm, hR, if_true]
  ring

/-- If two atoms of a molecule have positive hardnesses and unequal electronegativities, and their
distance `R i j = R j i` is positive and at most `2 / (η i + η j)`, the energy over all neutral
charge distributions is unbounded below. -/
theorem molecular_collapse (χ η : ι → ℝ) (R : ι → ι → ℝ) {i j : ι} (hχ : χ i ≠ χ j)
    (hi : 0 < η i) (hj : 0 < η j) (hsymm : R j i = R i j) (hR : 0 < R i j)
    (hclose : R i j ≤ 2 / (η i + η j)) :
    ¬ BddBelow (molecularEnergy χ η R '' {q | ∑ k, q k = 0}) := by
  rintro ⟨m, hm⟩
  have hij : i ≠ j := fun h => hχ (congrArg χ h)
  -- a bound for the molecule would bound the energy of the pair
  have hpair : BddBelow (Set.range (pairEnergy (χ i - χ j) (η i) (η j) (R i j))) := by
    refine ⟨m, ?_⟩
    rintro _ ⟨t, rfl⟩
    rw [← molecularEnergy_transfer χ η R hij hsymm t]
    refine hm ⟨transfer i j t, ?_, rfl⟩
    simp [transfer, ← Finset.mul_sum, Finset.sum_sub_distrib]
  exact not_lt_of_ge hclose
    ((pairEnergy_bddBelow_iff hi hj (sub_ne_zero.mpr hχ) hR).mp hpair)

end

end ChargeEquilibrationCollapse
```

```lean
#print axioms ChargeEquilibrationCollapse.critical_law
#print axioms ChargeEquilibrationCollapse.charge_equilibration_collapse
#print axioms ChargeEquilibrationCollapse.molecular_collapse
```

```
'ChargeEquilibrationCollapse.critical_law' depends on axioms: [propext, Classical.choice, Quot.sound]
'ChargeEquilibrationCollapse.charge_equilibration_collapse' depends on axioms: [propext, Classical.choice, Quot.sound]
'ChargeEquilibrationCollapse.molecular_collapse' depends on axioms: [propext, Classical.choice, Quot.sound]
```

## From the parabola to the molecule in the proofs

`stiffness_pos_iff` translates between $k>0$ and $R>R_c$ by clearing the two denominators. The proofs of `minimiser_iff`, `critical_law` and the main theorem use it to obtain a positive stiffness.

`pairEnergy_eq_parabola` is the completed square. Its hypothesis `h` is the stationarity condition $kq_0=-d$, with no condition on the sign of $k$. The two sides of the identity differ by $(x-q_0)(kq_0+d)$, and `linear_combination (x - q₀) * h` removes exactly this difference.

`pairEnergy_bddBelow_iff` first replaces the condition on the distance by the condition on the stiffness. In one direction it assumes a lower bound `m` and a stiffness that is not positive, and evaluates the energy at `-(|m| + 1) / d`. There `h2` gives the linear term, `h4` the sign of the quadratic one, and `linarith` finds the contradiction. In the other direction, the energy at the stationary charge serves as the bound, because the square in the parabola is nonnegative.

`minimiser_iff` uses the same parabola. A minimiser different from the equilibrium charge would lie higher by a strictly positive square, which is impossible; conversely, the equilibrium charge lies no higher than any other.

In `critical_law`, the step `h3` is the factorisation $R-R_c=kR/(a+b)$. The stiffness then cancels against the denominator of $|q^*|=|d|/k$.

`charge_equilibration_collapse` takes its first two parts from these lemmas and proves the limit directly. `hpos` says that the stiffness is positive to the right of $R_c$, `h0` that it is zero at $R_c$, and `hlim` that it is continuous there. Hence its inverse tends to infinity (`hinv`), and multiplying by the positive number $|d|$ preserves this. The last lines identify the product with the absolute value of the equilibrium charge.

For the molecule, `transfer i j t` is the charge distribution with $t$ on atom $i$ and $-t$ on atom $j$. In `molecularEnergy_transfer`, the `simp only` call expands the matrix expression into the few kernel entries that survive, and `ring` matches them with the pair energy. `molecular_collapse` then argues by contradiction: a lower bound for the molecule would also bound the energy of the pair (`hpair`), since every transfer is neutral. By `pairEnergy_bddBelow_iff` the pair would have to be beyond its critical distance, contrary to `hclose`.
